# The L2,3 branching ratio of a d shell from ⟨L·S⟩ of its holes, in a one-body p-to-d dipole model

The spectrum is reduced to two numbers, the integrated intensities of the L3 and L2 edges, and the ground state to a one-body density matrix $\rho$ of the d holes. Each edge is labelled by a sharp core level, p3/2 or p1/2. This neglects mixing of the edges by the core-valence interaction, transitions to s states, and any dependence of the radial matrix element on $j$. The photon-energy factor of the absorption cross section, which differs between the two edges, is left out. The constant common to all p-to-d dipole matrix elements, radial and angular, is set to one.

Within this one-body model, the branching ratio of the isotropic spectrum and the number of d holes together give $\langle L\cdot S\rangle$ of the holes. A density functional calculation with spin-orbit coupling can supply $\langle L\cdot S\rangle$ of the d electrons, which is the negative of the hole value.

```lean
import Mathlib

open Matrix
open scoped ComplexOrder

namespace SpinOrbitSumRule

noncomputable section

set_option maxHeartbeats 400000
```

## Shells and dipole maps as matrices

The matrix entries need only $\sqrt2$ and $\sqrt3$. Their squares and their reality are recorded once, for use in every entrywise check.

```lean
/-- The number √2 as a complex amplitude. -/
def r2 : ℂ := ((Real.sqrt 2 : ℝ) : ℂ)

/-- The number √3 as a complex amplitude. -/
def r3 : ℂ := ((Real.sqrt 3 : ℝ) : ℂ)

lemma r_facts : r2 ^ 2 = 2 ∧ r3 ^ 2 = 3 ∧ (starRingEnd ℂ) r2 = r2 ∧
    (starRingEnd ℂ) r3 = r3 := by
  refine ⟨?_, ?_, Complex.conj_ofReal _, Complex.conj_ofReal _⟩
  · rw [r2, ← Complex.ofReal_pow, Real.sq_sqrt (by norm_num)]; norm_num
  · rw [r3, ← Complex.ofReal_pow, Real.sq_sqrt (by norm_num)]; norm_num
```

Orbital states are ordered by decreasing $m$. The p shell has $l_z=\mathrm{diag}(1,0,-1)$, and $l_+$ has entries $\sqrt2$ above the diagonal. The d shell has $L_z=\mathrm{diag}(2,1,0,-1,-2)$, and $L_+$ has entries $2,\sqrt6,\sqrt6,2$. The unit is $\hbar=1$.

```lean
/-- Orbital `l_z` of the p shell, in the order m = 1, 0, -1. -/
def pz : Matrix (Fin 3) (Fin 3) ℂ := !![1, 0, 0; 0, 0, 0; 0, 0, -1]

/-- Raising operator `l_+` of the p shell. -/
def pp : Matrix (Fin 3) (Fin 3) ℂ := !![0, r2, 0; 0, 0, r2; 0, 0, 0]

/-- Orbital `L_z` of the d shell, in the order m = 2, 1, 0, -1, -2. -/
def dz : Matrix (Fin 5) (Fin 5) ℂ :=
  !![2, 0, 0, 0, 0; 0, 1, 0, 0, 0; 0, 0, 0, 0, 0; 0, 0, 0, -1, 0; 0, 0, 0, 0, -2]

/-- Raising operator `L_+` of the d shell. -/
def dp : Matrix (Fin 5) (Fin 5) ℂ :=
  !![0, 2, 0, 0, 0; 0, 0, r2 * r3, 0, 0; 0, 0, 0, r2 * r3, 0; 0, 0, 0, 0, 2; 0, 0, 0, 0, 0]
```

The orbital dipole map $C_q$ has entries $\langle 1m,1q|2\,m{+}q\rangle$. Lean's indices 0, 1, 2 stand for $q=1,0,-1$.

```lean
/-- Clebsch-Gordan matrices ⟨1 m, 1 q | 2 m+q⟩ from p to d, for q = 1, 0, -1 in this order. -/
def cg : Fin 3 → Matrix (Fin 5) (Fin 3) ℂ :=
  ![!![1, 0, 0; 0, r2 / 2, 0; 0, 0, r2 * r3 / 6; 0, 0, 0; 0, 0, 0],
    !![0, 0, 0; r2 / 2, 0, 0; 0, r2 * r3 / 3, 0; 0, 0, r2 / 2; 0, 0, 0],
    !![0, 0, 0; 0, 0, 0; r2 * r3 / 6, 0, 0; 0, r2 / 2, 0; 0, 0, 1]]
```

With spin up as the first block and spin down as the second,

$$L\cdot S=\tfrac12\begin{pmatrix}L_z&L_-\\L_+&-L_z\end{pmatrix},\qquad D_q=\begin{pmatrix}C_q&0\\0&C_q\end{pmatrix}.$$

Light leaves the spin alone, so both blocks of $D_q$ are equal. Lean writes the adjoint $\dagger$ as `ᴴ`, and $L_-=L_+^\dagger$.

```lean
/-- The operator L·S = L_z S_z + (L_+ S_- + L_- S_+)/2 for spin one half,
written in spin-up and spin-down blocks. -/
def spinOrbit {n : Type*} (Lz Lp : Matrix n n ℂ) : Matrix (n ⊕ n) (n ⊕ n) ℂ :=
  (1 / 2 : ℂ) • fromBlocks Lz Lpᴴ Lp (-Lz)

/-- The dipole map D_q from p spin-orbitals to d spin-orbitals; it leaves the spin alone. -/
def D (q : Fin 3) : Matrix (Fin 5 ⊕ Fin 5) (Fin 3 ⊕ Fin 3) ℂ :=
  fromBlocks (cg q) 0 0 (cg q)
```

## What the dipole maps do to orbital operators

For a p-shell operator $A$, put $\mathcal C(A)=\sum_q C_qAC_q^\dagger$, called `carry` in Lean.

```lean
/-- A p-shell orbital operator carried to the d shell and summed over polarizations. -/
def carry (A : Matrix (Fin 3) (Fin 3) ℂ) : Matrix (Fin 5) (Fin 5) ℂ :=
  ∑ q, cg q * A * (cg q)ᴴ

lemma conj_three : (starRingEnd ℂ) 3 = 3 := map_ofNat (starRingEnd ℂ) 3

lemma conj_six : (starRingEnd ℂ) 6 = 6 := map_ofNat (starRingEnd ℂ) 6

lemma carry_apply (A : Matrix (Fin 3) (Fin 3) ℂ) (i j : Fin 5) :
    carry A i j = ∑ q, ∑ k, (∑ l, cg q i l * A l k) * star (cg q j k) := by
  simp only [carry, Matrix.sum_apply, Matrix.mul_apply, conjTranspose_apply]
```

For $A=1$, each diagonal entry is a sum of squared Clebsch-Gordan coefficients at fixed $M=m+q$:

- $M=\pm2$: $1$
- $M=\pm1$: $\tfrac12+\tfrac12=1$
- $M=0$: $\tfrac16+\tfrac23+\tfrac16=1$

Different $M$ do not mix, so $\mathcal C(1)=1$. The proof runs through the 25 entries with `fin_cases` and closes them with `simp` and `grind`.

```lean
lemma carry_one : carry 1 = 1 := by
  obtain ⟨h2, h3, c2, c3⟩ := r_facts
  ext i j
  rw [carry_apply]
  fin_cases i <;> fin_cases j <;>
    simp [cg, Matrix.one_apply, Fin.sum_univ_three, c2, c3, conj_three, conj_six] <;> grind
```

Weighting the same squares with $m$ gives $1,\tfrac12,0,-\tfrac12,-1$ for $M=2,\dots,-2$. Hence $\mathcal C(l_z)=\tfrac12L_z$.

```lean
lemma carry_z : carry pz = (1 / 2 : ℂ) • dz := by
  obtain ⟨h2, h3, c2, c3⟩ := r_facts
  ext i j
  rw [carry_apply]
  fin_cases i <;> fin_cases j <;>
    simp [cg, pz, dz, Fin.sum_univ_three, c2, c3] <;> grind
```

For $l_+$, the entry from $M=1$ to $M=2$ is $1\cdot\sqrt2\cdot\tfrac1{\sqrt2}=1$. From $M=0$ to $M=1$ there are two terms:

$$\tfrac1{\sqrt2}\sqrt2\,\tfrac1{\sqrt6}+\tfrac1{\sqrt2}\sqrt2\,\sqrt{\tfrac23}=\tfrac{\sqrt6}2 .$$

The remaining two entries follow by reflecting $m\to-m$, so $\mathcal C(l_+)=\tfrac12L_+$.

```lean
lemma carry_p : carry pp = (1 / 2 : ℂ) • dp := by
  obtain ⟨h2, h3, c2, c3⟩ := r_facts
  ext i j
  rw [carry_apply]
  fin_cases i <;> fin_cases j <;>
    simp [cg, pp, dp, Fin.sum_univ_three, c2, c3, conj_three, conj_six] <;> grind
```

## Lifting the identities to spin-orbitals

Since $D_q$ is block diagonal with equal blocks, it carries each spin block separately. Applied to the identity, this gives $\sum_qD_qD_q^\dagger=1$.

```lean
lemma carry_blocks (A B C E : Matrix (Fin 3) (Fin 3) ℂ) :
    ∑ q, D q * fromBlocks A B C E * (D q)ᴴ
      = fromBlocks (carry A) (carry B) (carry C) (carry E) := by
  simp [D, carry, fromBlocks_conjTranspose, fromBlocks_multiply, Fin.sum_univ_three,
    fromBlocks_add]

/-- Summed over polarizations, D_q D_q* is the identity on the d spin-orbitals. -/
theorem dipole_complete : ∑ q, D q * (D q)ᴴ = 1 := by
  have h := carry_blocks 1 0 0 1
  have h0 : carry 0 = 0 := by simp [carry]
  rw [fromBlocks_one, carry_one, h0, fromBlocks_one] at h
  simpa only [Matrix.mul_one] using h
```

The blocks of $2\,l\cdot s$ are $l_z,l_-,l_+,-l_z$. Each is carried to half its d-shell partner, the one for $l_-$ by taking adjoints. The result is

$$\sum_qD_q(2\,l\cdot s)D_q^\dagger=L\cdot S .$$

```lean
/-- Summed over polarizations, the dipole maps carry 2 l·s of the p shell to L·S of the
d shell. -/
theorem dipole_spinOrbit :
    ∑ q, D q * ((2 : ℂ) • spinOrbit pz pp) * (D q)ᴴ = spinOrbit dz dp := by
  have h : (2 : ℂ) • spinOrbit pz pp = fromBlocks pz ppᴴ pp (-pz) := by
    rw [spinOrbit, smul_smul]; norm_num
  have hH : carry ppᴴ = (carry pp)ᴴ := by
    simp [carry, conjTranspose_sum, conjTranspose_mul, Matrix.mul_assoc]
  have hN : carry (-pz) = -carry pz := by simp [carry]
  rw [h, carry_blocks, hH, hN, carry_z, carry_p, spinOrbit, fromBlocks_smul]
  simp [conjTranspose_smul]
```

## The two core levels

Let $W=2L\cdot S$ and $L^2=c$. The diagonal blocks of $W^2$ are $L_z^2+L_-L_+=c-L_z$ and $L_z^2+L_+L_-=c+L_z$. The off-diagonal blocks are $[L_z,L_-]=-L_-$ and $-[L_z,L_+]=-L_+$. Therefore $W^2=c-W$, or

$$(L\cdot S)^2=\tfrac c4-\tfrac12L\cdot S .$$

The theorem assumes the angular momentum relations for general matrices; the next one verifies them for p ($c=2$) and d ($c=6$).

```lean
/-- For an orbital angular momentum with L² = c, the operator L·S with spin one half obeys
(L·S)² = c/4 - L·S/2. -/
theorem spinOrbit_sq {n : Type*} [Fintype n] [DecidableEq n] (Lz Lp : Matrix n n ℂ) (c : ℂ)
    (hz : Lzᴴ = Lz) (hc : Lz * Lp - Lp * Lz = Lp)
    (h1 : Lz * Lz + Lz + Lpᴴ * Lp = c • 1) (h2 : Lz * Lz - Lz + Lp * Lpᴴ = c • 1) :
    spinOrbit Lz Lp * spinOrbit Lz Lp = (c / 4) • 1 - (1 / 2 : ℂ) • spinOrbit Lz Lp := by
  have hc' : Lpᴴ * Lz - Lz * Lpᴴ = Lpᴴ := by
    have h := congrArg conjTranspose hc
    rwa [conjTranspose_sub, conjTranspose_mul, conjTranspose_mul, hz] at h
  have hW : fromBlocks Lz Lpᴴ Lp (-Lz) * fromBlocks Lz Lpᴴ Lp (-Lz)
      = c • 1 + -fromBlocks Lz Lpᴴ Lp (-Lz) := by
    rw [fromBlocks_multiply, ← fromBlocks_one, fromBlocks_smul, fromBlocks_neg, fromBlocks_add]
    refine fromBlocks_inj.mpr ⟨?_, ?_, ?_, ?_⟩
    · rw [← h1]; abel
    · rw [smul_zero, zero_add, mul_neg]; nth_rw 3 [← hc']; abel
    · rw [smul_zero, zero_add, neg_mul]; nth_rw 3 [← hc]; abel
    · rw [← h2, neg_mul_neg]; abel
  rw [spinOrbit, smul_mul_assoc, mul_smul_comm, hW]
  module

/-- The p shell (L² = 2) and the d shell (L² = 6) satisfy the relations assumed in
`spinOrbit_sq`. -/
theorem spinOrbit_sq_witness :
    (pzᴴ = pz ∧ pz * pp - pp * pz = pp ∧ pz * pz + pz + ppᴴ * pp = (2 : ℂ) • 1 ∧
      pz * pz - pz + pp * ppᴴ = (2 : ℂ) • 1) ∧
    (dzᴴ = dz ∧ dz * dp - dp * dz = dp ∧ dz * dz + dz + dpᴴ * dp = (6 : ℂ) • 1 ∧
      dz * dz - dz + dp * dpᴴ = (6 : ℂ) • 1) := by
  obtain ⟨h2, h3, c2, c3⟩ := r_facts
  refine ⟨⟨?_, ?_, ?_, ?_⟩, ⟨?_, ?_, ?_, ?_⟩⟩ <;> ext i j <;>
    simp only [Matrix.add_apply, Matrix.sub_apply, Matrix.smul_apply, Matrix.mul_apply,
      conjTranspose_apply, Fin.sum_univ_three, Fin.sum_univ_five] <;>
    fin_cases i <;> fin_cases j <;>
    simp [pz, pp, dz, dp, c2, c3] <;> grind
```

The roots are $\tfrac12,-1$ for p and $1,-\tfrac32$ for d, belonging to the larger and smaller $j$ in each case. The core projectors are thus

$$P_{3/2}=\tfrac13(2+2\,l\cdot s),\qquad P_{1/2}=\tfrac13(1-2\,l\cdot s).$$

Lean checks that they add to one and that $l\cdot s$ takes the stated value on each, by inserting the quadratic equation.

```lean
/-- Projector on the p3/2 core level. -/
def P32 : Matrix (Fin 3 ⊕ Fin 3) (Fin 3 ⊕ Fin 3) ℂ :=
  (1 / 3 : ℂ) • ((2 : ℂ) • 1 + (2 : ℂ) • spinOrbit pz pp)

/-- Projector on the p1/2 core level. -/
def P12 : Matrix (Fin 3 ⊕ Fin 3) (Fin 3 ⊕ Fin 3) ℂ :=
  (1 / 3 : ℂ) • (1 - (2 : ℂ) • spinOrbit pz pp)

/-- The two core projectors add up to one, and l·s equals 1/2 on the first and -1 on the
second. -/
theorem core_levels : P32 + P12 = 1 ∧ spinOrbit pz pp * P32 = (1 / 2 : ℂ) • P32 ∧
    spinOrbit pz pp * P12 = -P12 := by
  obtain ⟨a, b, c, d⟩ := spinOrbit_sq_witness.1
  have h := spinOrbit_sq pz pp 2 a b c d
  refine ⟨?_, ?_, ?_⟩
  · rw [P32, P12]; module
  · simp only [P32, mul_smul_comm, mul_add, mul_one, h]; module
  · simp only [P12, mul_smul_comm, mul_sub, mul_one, h]; module
```

## Edge intensities

The isotropic intensity from core level $P$ is $I_P=\sum_q\mathrm{Re}\,\mathrm{tr}(D_q^\dagger\rho D_qP)$. The number of holes is $n_h=\mathrm{Re}\,\mathrm{tr}\,\rho$, and $\langle L\cdot S\rangle=\mathrm{Re}\,\mathrm{tr}(\rho\,L\cdot S)$ is a sum over all holes, not an average per hole. For a Hermitian $\rho$ these traces are real already.

```lean
/-- Isotropic absorption intensity from the core level with projector `P` into the holes `ρ`. -/
def intensity (P : Matrix (Fin 3 ⊕ Fin 3) (Fin 3 ⊕ Fin 3) ℂ)
    (ρ : Matrix (Fin 5 ⊕ Fin 5) (Fin 5 ⊕ Fin 5) ℂ) : ℝ :=
  ∑ q, (trace ((D q)ᴴ * ρ * D q * P)).re

/-- The number of holes, the trace of the hole density matrix. -/
def holes (ρ : Matrix (Fin 5 ⊕ Fin 5) (Fin 5 ⊕ Fin 5) ℂ) : ℝ := (trace ρ).re

/-- The expectation value ⟨L·S⟩ summed over the holes. -/
def meanLS (ρ : Matrix (Fin 5 ⊕ Fin 5) (Fin 5 ⊕ Fin 5) ℂ) : ℝ :=
  (trace (ρ * spinOrbit dz dp)).re
```

A sign error arises easily here if the expectation value of the d electrons is inserted. The trace of $L\cdot S$ over the full shell is zero, so the electron value is minus the hole value.

Cycling the trace gives $I_P=\mathrm{Re}\,\mathrm{tr}\bigl(\rho\sum_qD_qPD_q^\dagger\bigr)$. The two dipole identities then turn the projectors into

$$I_{L_3}=\tfrac13(2n_h+\langle L\cdot S\rangle),\qquad I_{L_2}=\tfrac13(n_h-\langle L\cdot S\rangle).$$

```lean
lemma intensity_eq (P : Matrix (Fin 3 ⊕ Fin 3) (Fin 3 ⊕ Fin 3) ℂ)
    (ρ : Matrix (Fin 5 ⊕ Fin 5) (Fin 5 ⊕ Fin 5) ℂ) :
    intensity P ρ = (trace (ρ * ∑ q, D q * P * (D q)ᴴ)).re := by
  rw [Matrix.mul_sum, trace_sum, Complex.re_sum]
  refine Finset.sum_congr rfl fun q _ => ?_
  rw [Matrix.mul_assoc, Matrix.mul_assoc, trace_mul_comm, Matrix.mul_assoc]

lemma third_re (z : ℂ) : ((1 / 3 : ℂ) * z).re = z.re / 3 := by
  rw [show (1 / 3 : ℂ) = ((1 / 3 : ℝ) : ℂ) by norm_num, Complex.re_ofReal_mul]; ring

/-- The L3 intensity is (2 n_h + ⟨L·S⟩)/3 and the L2 intensity is (n_h - ⟨L·S⟩)/3. -/
theorem edge_intensities (ρ : Matrix (Fin 5 ⊕ Fin 5) (Fin 5 ⊕ Fin 5) ℂ) :
    intensity P32 ρ = (2 * holes ρ + meanLS ρ) / 3 ∧
    intensity P12 ρ = (holes ρ - meanLS ρ) / 3 := by
  have h := dipole_spinOrbit
  simp only [Matrix.mul_smul, Matrix.smul_mul, ← Finset.smul_sum] at h
  constructor
  · rw [intensity_eq]
    simp only [P32, Matrix.mul_smul, Matrix.smul_mul, Matrix.mul_add, Matrix.add_mul,
      Matrix.mul_one, Finset.sum_add_distrib, ← Finset.smul_sum, dipole_complete, h,
      trace_smul, trace_add, smul_eq_mul, third_re]
    simp [holes, meanLS]
  · rw [intensity_eq]
    simp only [P12, Matrix.mul_smul, Matrix.smul_mul, Matrix.mul_sub, Matrix.sub_mul,
      Matrix.mul_one, Finset.sum_sub_distrib, ← Finset.smul_sum, dipole_complete, h,
      trace_smul, trace_sub, smul_eq_mul, third_re]
    simp [holes, meanLS]
```

## The branching ratio and the vanishing L2 edge

The intensities add to $n_h$, so for $n_h>0$

$$\frac{I_{L_3}}{I_{L_3}+I_{L_2}}=\frac23+\frac{\langle L\cdot S\rangle}{3n_h}.$$

For the L2 edge, one fact about traces is needed: $\mathrm{tr}(X^\dagger X)=\sum_{ij}|X_{ji}|^2$, so a zero trace forces $X=0$.

```lean
lemma eq_zero_of_trace {n : Type*} [Fintype n] (X : Matrix n n ℂ)
    (h : (trace (Xᴴ * X)).re = 0) : X = 0 := by
  have e : (trace (Xᴴ * X)).re = ∑ i, ∑ j, Complex.normSq (X j i) := by
    simp [trace, Matrix.mul_apply, Complex.normSq_apply]
  rw [e, Finset.sum_eq_zero_iff_of_nonneg
    (fun i _ => Finset.sum_nonneg fun j _ => Complex.normSq_nonneg _)] at h
  ext j i
  have hi := (Finset.sum_eq_zero_iff_of_nonneg
    (fun j _ => Complex.normSq_nonneg (X j i))).mp (h i (Finset.mem_univ i))
  exact Complex.normSq_eq_zero.mp (hi j (Finset.mem_univ j))
```

Suppose $I_{L_2}=0$, and let $Q=1-L\cdot S$. Then $\mathrm{Re}\,\mathrm{tr}(\rho Q)=n_h-\langle L\cdot S\rangle=0$. The quadratic equation with $c=6$ gives

$$Q^2=1-2L\cdot S+\tfrac32-\tfrac12L\cdot S=\tfrac52Q .$$

Positivity allows $\rho=B^\dagger B$ for some matrix $B$. Hence

$$\mathrm{Re}\,\mathrm{tr}\bigl((BQ)^\dagger BQ\bigr)=\mathrm{Re}\,\mathrm{tr}(Q\rho Q)=\tfrac52\,\mathrm{Re}\,\mathrm{tr}(\rho Q)=0,$$

so $BQ=0$ and $\rho Q=0$. Taking adjoints yields $(L\cdot S)\rho=\rho$: every state occupied by holes lies in the eigenspace $L\cdot S=1$, which is d5/2. Conversely, that equation gives $\langle L\cdot S\rangle=n_h$ and $I_{L_2}=0$.

In the theorem, `hρ` is the positivity of $\rho$ and `hn` is $n_h>0$. The Pauli bound $\rho\le1$ is not required. The proof uses `hρ` only to pass from a vanishing L2 edge to d5/2 holes; the ratio formula uses only `hn`.

```lean
/-- For a positive semidefinite ρ with n_h > 0, the branching ratio of the model intensities is 2/3
+ ⟨L·S⟩/(3 n_h), and the L2 intensity vanishes exactly when all holes lie in the d5/2 level, where
L·S = 1. -/
theorem branching_ratio (ρ : Matrix (Fin 5 ⊕ Fin 5) (Fin 5 ⊕ Fin 5) ℂ)
    (hρ : ρ.PosSemidef) (hn : 0 < holes ρ) :
    intensity P32 ρ / (intensity P32 ρ + intensity P12 ρ)
      = 2 / 3 + meanLS ρ / (3 * holes ρ) ∧
    (intensity P12 ρ = 0 ↔ spinOrbit dz dp * ρ = ρ) := by
  obtain ⟨i3, i2⟩ := edge_intensities ρ
  constructor
  · have hs : intensity P32 ρ + intensity P12 ρ = holes ρ := by rw [i3, i2]; ring
    have hne := hn.ne'
    rw [hs, i3]
    field_simp
  obtain ⟨a, b, c, d⟩ := spinOrbit_sq_witness.2
  have hS := spinOrbit_sq dz dp 6 a b c d
  have hH : (spinOrbit dz dp)ᴴ = spinOrbit dz dp := by
    simp [spinOrbit, conjTranspose_smul, fromBlocks_conjTranspose, a]
  rw [i2]
  constructor
  · intro h0
    obtain ⟨B, hB⟩ : ∃ B : Matrix (Fin 5 ⊕ Fin 5) (Fin 5 ⊕ Fin 5) ℂ, ρ = Bᴴ * B := by
      first
        | exact Matrix.posSemidef_iff_eq_conjTranspose_mul_self.mp hρ
        | (open scoped MatrixOrder Matrix.Norms.L2Operator in
            exact CStarAlgebra.nonneg_iff_eq_star_mul_self.mp
              (Matrix.nonneg_iff_posSemidef.mpr hρ))
    -- Q = 1 - L·S is a multiple of the d3/2 projector
    obtain ⟨Q, hQ⟩ : ∃ Q, Q = 1 - spinOrbit dz dp := ⟨_, rfl⟩
    have hQH : Qᴴ = Q := by rw [hQ, conjTranspose_sub, conjTranspose_one, hH]
    have hQQ : Q * Q = ((5 / 2 : ℝ) : ℂ) • Q := by
      have e : Q * Q = 1 - (2 : ℂ) • spinOrbit dz dp + spinOrbit dz dp * spinOrbit dz dp := by
        rw [hQ, sub_mul, mul_sub, mul_sub, one_mul, mul_one, one_mul]; module
      rw [e, hS, hQ]; push_cast; module
    have ht : (trace (ρ * Q)).re = 0 := by
      rw [hQ, mul_sub, mul_one, trace_sub, Complex.sub_re]
      change holes ρ - meanLS ρ = 0
      linarith
    have hBQ : B * Q = 0 := by
      apply eq_zero_of_trace
      have e : (B * Q)ᴴ * (B * Q) = Q * (ρ * Q) := by
        rw [conjTranspose_mul, hQH, hB]; simp only [mul_assoc]
      rw [e, trace_mul_comm, mul_assoc, hQQ, mul_smul_comm, trace_smul, smul_eq_mul,
        Complex.re_ofReal_mul, ht, mul_zero]
    have hρQ : ρ * Q = 0 := by rw [hB, mul_assoc, hBQ, mul_zero]
    rw [hQ, mul_sub, mul_one, sub_eq_zero] at hρQ
    have h := congrArg conjTranspose hρQ
    rw [conjTranspose_mul, hH, hρ.isHermitian.eq] at h
    exact h.symm
  · intro h
    rw [meanLS, trace_mul_comm, h, holes, sub_self, zero_div]
```

At the other extreme, holes purely in d3/2 satisfy $(L\cdot S)\rho=-\tfrac32\rho$. Then $\langle L\cdot S\rangle=-\tfrac32n_h$, and the ratio is $\tfrac23-\tfrac12=\tfrac16$.

```lean
/-- If all holes lie in the d3/2 level, where L·S = -3/2, the branching ratio is 1/6. -/
theorem branching_ratio_d32 (ρ : Matrix (Fin 5 ⊕ Fin 5) (Fin 5 ⊕ Fin 5) ℂ)
    (hn : 0 < holes ρ) (h : spinOrbit dz dp * ρ = ((-3 / 2 : ℝ) : ℂ) • ρ) :
    intensity P32 ρ / (intensity P32 ρ + intensity P12 ρ) = 1 / 6 := by
  obtain ⟨i3, i2⟩ := edge_intensities ρ
  have hm : meanLS ρ = -3 / 2 * holes ρ := by
    rw [meanLS, trace_mul_comm, h, trace_smul, smul_eq_mul, Complex.re_ofReal_mul, holes]
  have hs : intensity P32 ρ + intensity P12 ρ = holes ρ := by rw [i3, i2]; ring
  rw [hs, i3, hm, div_eq_iff hn.ne']
  ring

end

end SpinOrbitSumRule
```

```lean
#print axioms SpinOrbitSumRule.core_levels
#print axioms SpinOrbitSumRule.branching_ratio
#print axioms SpinOrbitSumRule.branching_ratio_d32
```

```
'SpinOrbitSumRule.core_levels' depends on axioms: [propext, Classical.choice, Quot.sound]
'SpinOrbitSumRule.branching_ratio' depends on axioms: [propext, Classical.choice, Quot.sound]
'SpinOrbitSumRule.branching_ratio_d32' depends on axioms: [propext, Classical.choice, Quot.sound]
```
